# A nonnegative matrix has a convergent Neumann series exactly when it strictly lowers some positive vector

Let $X$ be a finite real square matrix with nonnegative entries. The series $\sum_{k\ge 0} X^k$ converges if and only if there is a vector $u$ with

$$u_i > 0 \quad\text{and}\quad (Xu)_i < u_i \quad\text{for every } i .$$

Such a $u$ is called a certificate here. It replaces a statement about infinitely many powers, or about the spectral radius of $X$, by two strict inequalities per site.

## From a lattice Hamiltonian to a nonnegative kernel

Take a particle on finitely many sites with on-site energies $\varepsilon_i$ and hopping matrix elements $-T_{ij}$, where $T_{ij}\ge 0$ and $T_{ii}=0$. Its response at a real energy $E$ below all the $\varepsilon_i$ is governed by $(H-E)^{-1}$. Expanding in the hopping gives

$$(H-E)^{-1} = \Big(\sum_{k\ge 0} X^k\Big)(D-E)^{-1}, \qquad X_{ij} = \frac{T_{ij}}{\varepsilon_i - E},$$

with $D$ the diagonal matrix of on-site energies, provided that the series converges. The $k$-th term collects all paths of $k$ hops. For this non-interacting, finite model, the certificate decides whether the expansion may be used at the chosen energy. In terms of $H$, a certificate is a vector with $u_i>0$ and $(Hu)_i > E\,u_i$ on every site.

The theorems start from $X$; the passage from $H$ to $X$ is the algebra just given. The sum $G=\sum_k X^k$ is called the Green's matrix below. It is dimensionless and has free term $1$, whereas the textbook Green's function $(E-H)^{-1}$ equals $-G\,(D-E)^{-1}$. Complex energies and hopping elements of the other sign generally lead to kernels that are not nonnegative, and the results do not apply to those.

The sites are the elements of a finite type `n`, with no order or geometry assumed.

```lean
import Mathlib

open Matrix

namespace NeumannCertificate

variable {n : Type*} [Fintype n]
```

The kernel is a `Matrix n n ℝ`, a vector is a function `n → ℝ`, and `X *ᵥ u` is the product $Xu$. The definition of a certificate is the pair of strict inequalities above. It does not itself require $X$ to be nonnegative; that hypothesis appears in the theorems as `hX`.

```lean
/-- A certificate for the kernel `X`: a strictly positive vector `u` that `X` strictly lowers
in every entry. -/
def IsCertificate (X : Matrix n n ℝ) (u : n → ℝ) : Prop :=
  (∀ i, 0 < u i) ∧ ∀ i, (X *ᵥ u) i < u i
```

## Signs are preserved at every order

If $X_{ij}\ge 0$ and $v_j\ge 0$, then $(Xv)_i=\sum_j X_{ij}v_j$ is a sum of nonnegative terms, so a nonnegative source produces a nonnegative response.

```lean
/-- A matrix with nonnegative entries maps nonnegative vectors to nonnegative vectors. -/
theorem mulVec_nonneg {X : Matrix n n ℝ} (hX : ∀ i j, 0 ≤ X i j) {v : n → ℝ}
    (hv : ∀ i, 0 ≤ v i) (i : n) : 0 ≤ (X *ᵥ v) i := by
  simp only [Matrix.mulVec, dotProduct]
  exact Finset.sum_nonneg fun j _ => mul_nonneg (hX i j) (hv j)
```

The Green's matrix is the infinite sum

$$G=\sum_{k=0}^{\infty}X^k .$$

Lean's `∑'` returns zero when a series does not converge, so each theorem about `greenMatrix` either assumes convergence or derives it from its other hypotheses.

```lean
variable [DecidableEq n]

/-- The Green's matrix of the kernel `X`, the sum of all powers of `X` if the Neumann series
converges, and zero by Lean's convention otherwise. -/
noncomputable def greenMatrix (X : Matrix n n ℝ) : Matrix n n ℝ := ∑' k : ℕ, X ^ k
```

The powers inherit the sign of $X$. The zeroth power is the identity, with entries $0$ and $1$. If $X^k$ has nonnegative entries, then so does the next power, because

$$(X^{k+1})_{ij}=\sum_l (X^k)_{il}X_{lj}\ge 0 .$$

The induction in Lean has the same two cases.

```lean
/-- All powers of a kernel with nonnegative entries have nonnegative entries. -/
theorem pow_entry_nonneg {X : Matrix n n ℝ} (hX : ∀ i j, 0 ≤ X i j) (k : ℕ) :
    ∀ i j, 0 ≤ (X ^ k) i j := by
  induction k with
  | zero =>
    intro i j
    rw [pow_zero, Matrix.one_apply]
    split_ifs <;> norm_num
  | succ k ih =>
    intro i j
    rw [pow_succ, Matrix.mul_apply]
    exact Finset.sum_nonneg fun l _ => mul_nonneg (ih i l) (hX l j)
```

## One rate for all orders

Suppose that $u$ is strictly positive and that $(Xu)_i\le q\,u_i$ on every site, with one number $q$. Then

$$(X^k u)_i\le q^k u_i .$$

For $k=0$ both sides are $u_i$. For the next order, the nonnegative weights $X_{ij}$ preserve the inequality already known for $k$:

$$(X^{k+1}u)_i=\sum_j X_{ij}(X^ku)_j\le q^k\sum_j X_{ij}u_j=q^k(Xu)_i\le q^{k+1}u_i .$$

The last inequality multiplies $(Xu)_i\le q\,u_i$ by $q^k$, which requires $q\ge 0$. This follows from $0\le (Xu)_i\le q\,u_i$ and $u_i>0$, so it is not a separate hypothesis. In the proof, `h1` is the comparison of the two sums, `h3` is the multiplication by $q^k$, and the final `calc` joins them.

```lean
/-- If a nonnegative kernel shrinks a strictly positive vector `u` at least by the factor `q`,
then its `k`-th power shrinks `u` at least by `q ^ k`. -/
theorem pow_mulVec_le {X : Matrix n n ℝ} (hX : ∀ i j, 0 ≤ X i j) {u : n → ℝ}
    (hu : ∀ i, 0 < u i) {q : ℝ} (hq : ∀ i, (X *ᵥ u) i ≤ q * u i) (k : ℕ) :
    ∀ i, (X ^ k *ᵥ u) i ≤ q ^ k * u i := by
  induction k with
  | zero => intro i; simp
  | succ k ih =>
    intro i
    -- the rate is nonnegative because `X u` is
    have hq0 : 0 ≤ q := by
      by_contra h
      have h1 := mul_neg_of_neg_of_pos (not_le.1 h) (hu i)
      have h2 := mulVec_nonneg hX (fun j => (hu j).le) i
      linarith [hq i]
    have h1 : (X *ᵥ (X ^ k *ᵥ u)) i ≤ q ^ k * (X *ᵥ u) i := by
      simp only [Matrix.mulVec, dotProduct] at ih ⊢
      rw [Finset.mul_sum]
      refine Finset.sum_le_sum fun j _ => ?_
      have h2 := mul_le_mul_of_nonneg_left (ih j) (hX i j)
      linarith
    have h3 := mul_le_mul_of_nonneg_left (hq i) (pow_nonneg hq0 k)
    rw [pow_succ', ← Matrix.mulVec_mulVec]
    calc (X *ᵥ (X ^ k *ᵥ u)) i ≤ q ^ k * (X *ᵥ u) i := h1
      _ ≤ q ^ k * (q * u i) := h3
      _ = q ^ (k + 1) * u i := by ring
```

## A certificate forces convergence

A certificate gives $(Xu)_l/u_l<1$ on each site separately. With no sites there is nothing to prove. Otherwise, since there are finitely many sites, the largest of these ratios is attained at some site $m$, and

$$q=\frac{(Xu)_m}{u_m}$$

satisfies $0\le q<1$ and $(Xu)_l\le q\,u_l$ for all $l$. A single entry of a power is then bounded by keeping one term of a nonnegative sum:

$$(X^k)_{ij}\,u_j\le\sum_l (X^k)_{il}u_l=(X^ku)_i\le q^k u_i,
\qquad\text{so}\qquad 0\le (X^k)_{ij}\le q^k\,\frac{u_i}{u_j}.$$

Each entry is dominated by a convergent geometric series.

In Lean, convergence is `Summable` in the topology of matrices, which for finite matrices means entry by entry; the two uses of `Pi.summable` reduce the claim to fixed $i$ and $j$. `Summable` asks for convergence independent of the order of summation. For nonnegative terms this agrees with ordinary convergence of the partial sums. The site $m$ comes from `Finite.exists_max`, and the comparison with the geometric series is `Summable.of_nonneg_of_le`.

```lean
/-- A nonnegative kernel with a certificate has a convergent Neumann series. -/
theorem summable_of_certificate {X : Matrix n n ℝ} (hX : ∀ i j, 0 ≤ X i j) {u : n → ℝ}
    (h : IsCertificate X u) : Summable (fun k : ℕ => X ^ k) := by
  obtain ⟨hu, hlt⟩ := h
  refine Pi.summable.2 fun i => Pi.summable.2 fun j => ?_
  -- the largest ratio `(X u) i / u i` is a common rate below one
  have : Nonempty n := ⟨i⟩
  obtain ⟨m, hm⟩ := Finite.exists_max fun l => (X *ᵥ u) l / u l
  have hq0 : 0 ≤ (X *ᵥ u) m / u m :=
    div_nonneg (mulVec_nonneg hX (fun l => (hu l).le) m) (hu m).le
  have hq1 : (X *ᵥ u) m / u m < 1 := (div_lt_one (hu m)).2 (hlt m)
  have hq : ∀ l, (X *ᵥ u) l ≤ (X *ᵥ u) m / u m * u l :=
    fun l => (div_le_iff₀ (hu l)).1 (hm l)
  -- each entry is dominated by a geometric series
  refine Summable.of_nonneg_of_le (fun k => pow_entry_nonneg hX k i j) (fun k => ?_)
    ((summable_geometric_of_lt_one hq0 hq1).mul_right (u i / u j))
  have h1 : (X ^ k) i j * u j ≤ (X ^ k *ᵥ u) i := by
    simp only [Matrix.mulVec, dotProduct]
    exact Finset.single_le_sum (f := fun l => (X ^ k) i l * u l)
      (fun l _ => mul_nonneg (pow_entry_nonneg hX k i l) (hu l).le) (Finset.mem_univ j)
  rw [← mul_div_assoc, le_div_iff₀ (hu j)]
  exact h1.trans (pow_mulVec_le hX hu hq k i)
```

The sign of $X$ matters in this direction. For $X=-1$ on at least one site, every strictly positive vector satisfies both inequalities, yet the partial sums alternate between $1$ and $0$. Nonnegative entries off the diagonal are therefore not enough.

## The Dyson equation gives a certificate back

For the converse, assume that the series converges. The response to a source $v$ may be summed order by order:

$$(Gv)_i=\sum_{k=0}^{\infty}(X^kv)_i .$$

This holds because $M\mapsto (Mv)_i$ is additive and continuous, and such a map can be exchanged with a convergent sum. The proof builds this map as `φ` and applies it to the series.

```lean
/-- If the Neumann series converges, the response of the Green's matrix to a source `v` is
the sum of the responses of all orders. -/
theorem hasSum_response {X : Matrix n n ℝ} (h : Summable (fun k : ℕ => X ^ k))
    (v : n → ℝ) (i : n) :
    HasSum (fun k : ℕ => (X ^ k *ᵥ v) i) ((greenMatrix X *ᵥ v) i) := by
  let φ : Matrix n n ℝ →+ ℝ :=
    { toFun := fun M => (M *ᵥ v) i
      map_zero' := by simp
      map_add' := fun A B => by simp [Matrix.add_mulVec] }
  have hφ : Continuous φ :=
    (continuous_apply i).comp (continuous_id.matrix_mulVec continuous_const)
  exact h.hasSum.map φ hφ
```

Splitting off the zeroth term and taking one factor $X$ out of the rest yields the Dyson equation:

$$G=1+\sum_{k=0}^{\infty}X^{k+1}=1+XG .$$

```lean
/-- If the Neumann series converges, the Green's matrix solves the Dyson equation
`G = 1 + X G`. -/
theorem dyson {X : Matrix n n ℝ} (h : Summable (fun k : ℕ => X ^ k)) :
    greenMatrix X = 1 + X * greenMatrix X := by
  have h1 := h.tsum_eq_zero_add
  simp only [pow_succ', pow_zero] at h1
  rw [h.tsum_mul_left] at h1
  exact h1
```

Now let $G$ be any solution of $G=1+XG$ with nonnegative entries, whether or not it is known to be the sum of the series. Choose a source $b$ with $b_i>0$ everywhere and set $u=Gb$. Applying the Dyson equation to $b$ gives

$$u=b+Xu .$$

Since $G$ and $b$ are nonnegative, so is $u$, and hence so is $Xu$. Therefore $u_i\ge b_i>0$, and $u_i-(Xu)_i=b_i>0$. Both conditions hold, and the margin in the second is exactly the source. The equation $u=b+Xu$ is `key` in the proof, and `linarith` reads off the two inequalities.

```lean
/-- For a nonnegative kernel, let `G` be a solution of the Dyson equation with nonnegative
entries. Then the response `G b` to any strictly positive source `b` is a certificate. -/
theorem certificate_of_dyson {X G : Matrix n n ℝ} (hX : ∀ i j, 0 ≤ X i j)
    (hG : ∀ i j, 0 ≤ G i j) (hD : G = 1 + X * G) {b : n → ℝ} (hb : ∀ i, 0 < b i) :
    IsCertificate X (G *ᵥ b) := by
  -- the response obeys `u = b + X u`
  have key : ∀ i, (G *ᵥ b) i = b i + (X *ᵥ (G *ᵥ b)) i := by
    intro i
    have h1 := congrArg (fun M : Matrix n n ℝ => (M *ᵥ b) i) hD
    simp only [Matrix.add_mulVec, Matrix.one_mulVec, Pi.add_apply] at h1
    rw [Matrix.mulVec_mulVec]
    exact h1
  have hu := mulVec_nonneg hG (fun i => (hb i).le)
  exact ⟨fun i => by linarith [key i, hb i, mulVec_nonneg hX hu i],
    fun i => by linarith [key i, hb i]⟩
```

## Two equivalent forms of convergence

The first equivalence is that the series converges if and only if the Dyson equation has an entrywise nonnegative solution.

If the series converges, its sum $G$ solves the equation. The entry $G_{ij}$ is the response on site $i$ to a unit source on site $j$, written `Pi.single j 1`, and it is a sum of nonnegative contributions. Conversely, a nonnegative solution turns the source $b_i=1$ into a certificate, and a certificate forces convergence.

The sign condition on the solution carries the information. For the single-site kernel $X=2$, the equation $G=1+2G$ has the solution $G=-1$, while $1+2+4+\dots$ diverges.

```lean
/-- The Neumann series of a nonnegative kernel converges if and only if the Dyson equation
`G = 1 + X G` has a solution with nonnegative entries. -/
theorem summable_iff_dyson_nonneg {X : Matrix n n ℝ} (hX : ∀ i j, 0 ≤ X i j) :
    Summable (fun k : ℕ => X ^ k) ↔
      ∃ G : Matrix n n ℝ, (∀ i j, 0 ≤ G i j) ∧ G = 1 + X * G := by
  constructor
  · intro h
    refine ⟨greenMatrix X, fun i j => ?_, dyson h⟩
    -- an entry of `G` is the response to a unit source on one site
    have hs : ∀ l, 0 ≤ (Pi.single j 1 : n → ℝ) l := by
      intro l
      rw [Pi.single_apply]
      split_ifs <;> norm_num
    have h1 := (hasSum_response h (Pi.single j 1) i).nonneg
      fun k => mulVec_nonneg (pow_entry_nonneg hX k) hs i
    simpa using h1
  · rintro ⟨G, hG, hD⟩
    exact summable_of_certificate hX
      (certificate_of_dyson hX hG hD (b := fun _ => 1) fun _ => one_pos)
```

The equivalence stated at the top now follows. A convergent series gives a nonnegative solution of the Dyson equation, whose response to the source $b_i=1$ is a certificate; the other direction has already been shown. In the Lean statement, the left side is `Summable (fun k : ℕ => X ^ k)`, the right side is the existence of a `u` with `IsCertificate X u`, and the only hypothesis is that the entries of `X` are nonnegative.

```lean
/-- The Neumann series of a kernel `X` with nonnegative entries converges if and only if there
is a strictly positive vector `u` with `X u` strictly below `u` in every entry. -/
theorem summable_iff_certificate {X : Matrix n n ℝ} (hX : ∀ i j, 0 ≤ X i j) :
    Summable (fun k : ℕ => X ^ k) ↔ ∃ u : n → ℝ, IsCertificate X u := by
  constructor
  · intro h
    obtain ⟨G, hG, hD⟩ := (summable_iff_dyson_nonneg hX).1 h
    exact ⟨_, certificate_of_dyson hX hG hD (b := fun _ => 1) fun _ => one_pos⟩
  · rintro ⟨u, hu⟩
    exact summable_of_certificate hX hu
```

## The error of a truncated series

A vector $u>0$ with $(Xu)_i\le q\,u_i$ and $q<1$ also controls how fast the series converges. If the first $N$ terms, $k=0,\dots,N-1$, are kept, the missing part of the response to the source $u$ is

$$(Gu)_i-\sum_{k=0}^{N-1}(X^ku)_i=\sum_{k=N}^{\infty}(X^ku)_i .$$

All its terms are nonnegative, so truncation never overestimates the response. Using $(X^ku)_i\le q^ku_i$ in each term gives

$$0\le (Gu)_i-\sum_{k=0}^{N-1}(X^ku)_i\le\sum_{k=N}^{\infty}q^ku_i=\frac{q^N}{1-q}\,u_i .$$

Convergence is not assumed in the theorem: $q<1$ makes $u$ a certificate, which is `hc`. The tail is `ht`, the geometric series is `hg`, and `hasSum_le` compares them term by term. The bound concerns the source $u$ itself, not an arbitrary one.

```lean
/-- Let a nonnegative kernel satisfy `X u ≤ q u` with `u` strictly positive and `q < 1`. In every
entry, the response `G u` minus the sum of its first `N` terms lies between `0` and
`q ^ N / (1 - q) * u`. -/
theorem truncation_error {X : Matrix n n ℝ} (hX : ∀ i j, 0 ≤ X i j) {u : n → ℝ}
    (hu : ∀ i, 0 < u i) {q : ℝ} (hq1 : q < 1) (hq : ∀ i, (X *ᵥ u) i ≤ q * u i)
    (N : ℕ) (i : n) :
    0 ≤ (greenMatrix X *ᵥ u) i - ∑ k ∈ Finset.range N, (X ^ k *ᵥ u) i ∧
    (greenMatrix X *ᵥ u) i - ∑ k ∈ Finset.range N, (X ^ k *ᵥ u) i
      ≤ q ^ N / (1 - q) * u i := by
  have hc : IsCertificate X u := ⟨hu, fun j => by nlinarith [hq j, hu j]⟩
  have hq0 : 0 ≤ q := by
    by_contra h
    have h1 := mul_neg_of_neg_of_pos (not_le.1 h) (hu i)
    have h2 := mulVec_nonneg hX (fun j => (hu j).le) i
    linarith [hq i]
  -- the error is the tail of the series, bounded by a geometric tail
  have ht := (hasSum_nat_add_iff' N).2 (hasSum_response (summable_of_certificate hX hc) u i)
  have hg := (hasSum_geometric_of_lt_one hq0 hq1).mul_left (q ^ N * u i)
  refine ⟨ht.nonneg fun k =>
    mulVec_nonneg (pow_entry_nonneg hX (k + N)) (fun j => (hu j).le) i, ?_⟩
  have hle := hasSum_le (fun k => by
    have h1 := pow_mulVec_le hX hu hq (k + N) i
    calc (X ^ (k + N) *ᵥ u) i ≤ q ^ (k + N) * u i := h1
      _ = q ^ N * u i * q ^ k := by ring) ht hg
  calc _ ≤ q ^ N * u i * (1 - q)⁻¹ := hle
    _ = q ^ N / (1 - q) * u i := by ring

end NeumannCertificate
```

```lean
#print axioms NeumannCertificate.summable_iff_certificate
#print axioms NeumannCertificate.truncation_error
```

```
'NeumannCertificate.summable_iff_certificate' depends on axioms: [propext, Classical.choice, Quot.sound]
'NeumannCertificate.truncation_error' depends on axioms: [propext, Classical.choice, Quot.sound]
```

## A three-site chain

In a calculation, a certificate can be sought with one linear solve: take $b_i=1$ and solve $(1-X)u=b$. If the solution is strictly positive, then $u-Xu=b>0$ and the series converges. If the series converges, the solution is unique and equals $Gb$, which is strictly positive. A singular system or a solution with an entry that is not positive therefore means divergence.

Consider an open chain of three sites with $\varepsilon_i=0$ and nearest-neighbour hopping element $-t$, $t>0$. At $E=-2t$ the kernel has entries $1/2$ between neighbours and zeros elsewhere. The solve gives

$$u=(3,4,3),\qquad Xu=(2,3,2),$$

so the hopping expansion converges. The uniform vector $(1,1,1)$ would not have shown this, because on the middle site $(Xu)_2=1=u_2$.

The ratios $(Xu)_i/u_i$ are $2/3$, $3/4$ and $2/3$, hence $q=3/4$. With $N=20$ terms the error factor is $4\,(3/4)^{20}\approx 0.013$. The full response to the source $u$ is $Gu=(10,14,10)$, and the truncated sum falls short of it by at most about $(0.04,\,0.05,\,0.04)$.

At $E=-t$ the entries between neighbours are $1$, and the same solve gives $u=(-2,-3,-2)$. The linear system still has a solution, but the expansion in hops diverges.
